# For shell gains of n⁻⁴, inverse-cube extrapolation leaves an error asymptotic to 1/(6X⁴)

A code that reports an energy from two-point inverse-cube extrapolation as the basis-set limit can hide a remainder, because the formula removes only an error proportional to $X^{-3}$. In the model below, the remainder has a definite order and constant.

## The error before and after extrapolation

Let the basis contain all shells $n=1,\dots,X$. Shell $n$ has subshells $l=0,\dots,n-1$ with $2l+1$ orbitals each, and every orbital is assumed to lower the energy by $n^{-6}$, in arbitrary units. The error is the sum of the missing gains,

$$T(X)=\sum_{n>X}n^{-4},\qquad X^3T(X)\to\tfrac13 .$$

Extrapolation from levels $X-1$ and $X$ turns it into

$$e(X)=\frac{X^3T(X)-(X-1)^3T(X-1)}{X^3-(X-1)^3},\qquad X^4e(X)\to\tfrac16 .$$

The postulated $n^{-6}$ stands for the slow recovery of short-range electron correlation by orbital products, which are smooth where two electrons meet while the exact wavefunction has a cusp.

## Checking an extrapolation routine

Electronic-structure codes apply this formula to correlation energies from successive basis sets; the constants $1/3$ and $1/6$ belong to the shell model, not to a particular molecule or basis family. The formula and the model together give a routine two checks. On data $E_0+a/X^3$ it must return $E_0$, up to rounding, for $X\ge2$. On the model error $T$, the product $X^4e(X)$ must approach $1/6$, until rounding errors take over, because the numerator of $e(X)$ is a small difference of two numbers close to $1/3$.

The condition $X\ge2$ matters: at $X=1$ the data would include $E(0)=E_0+a/0$, which is undefined. Lean sets $a/0=0$, and since level 0 has weight zero, the formula there returns $E(1)=E_0+a$, which differs from $E_0$ unless $a=0$.

## From orbital counting to the constant 1/6

Since $\sum_{l<n}(2l+1)=n^2$, shell $n$ gains $n^2\cdot n^{-6}=n^{-4}$. These gains have a finite sum, and $T(X-1)=T(X)+X^{-4}$.

For $X\ge1$, compare $T$ with

$$L(X)=\frac1{3X^3}-\frac1{2X^4},\qquad U(X)=L(X)+\frac1{3X^5}.$$

From $X$ to $X+1$, the difference $T-L$ drops by

$$\frac1{(X+1)^4}-L(X)+L(X+1)=\frac{10X^2+10X+3}{6X^4(X+1)^4}>0,$$

and $U-T$ drops by

$$U(X)-U(X+1)-\frac1{(X+1)^4}=\frac{7X^2+7X+2}{6X^5(X+1)^5}>0.$$

Both differences decrease to zero, so neither is ever negative, and $L\le T\le U$. Multiplying by $X^4$ gives

$$0\le X^4T(X)-\left(\frac X3-\frac12\right)\le\frac1{3X}.$$

Dividing by $X$ gives $X^3T(X)\to1/3$.

Now put $D=X^3-(X-1)^3=3X^2-3X+1$ and insert $T(X-1)=T(X)+X^{-4}$ into $e(X)$:

$$X^4e(X)=X^4T(X)-\frac{(X-1)^3}{D},\qquad \frac{(X-1)^3}{D}=\frac X3-\frac23+\frac{2X-1}{3D}.$$

The last term lies between $0$ and $1/X$, because $3D-X(2X-1)=7X^2-8X+3>0$. The terms $X/3$ cancel, leaving $-\tfrac12+\tfrac23=\tfrac16$.

For a pure inverse-cube law with $X\ge2$, the numerator is $DE_0+a-a=DE_0$, so the result is $E_0$.

## The definitions and theorems in Lean

`shellGain n` is the orbital sum for one shell, with `Finset.range n` supplying $l=0,\dots,n-1$. `truncationError X` is $T(X)$: its index `k` starts at zero, so `k + (X + 1)` runs over the missing shells. `extrapolate` accepts any real sequence `E`, and `extrapolate truncationError X` is $e(X)$.

`truncationError_expansion` states the two-term estimate with tolerance $1/X$ for $X\ge1$. In `inverse_cube_law` and `extrapolated_error_law`, `Tendsto … atTop (𝓝 …)` expresses the limits $1/3$ and $1/6$ as $X$ grows. `extrapolate_exact` is the statement about pure inverse-cube data.

```lean
import Mathlib

open Filter Topology

namespace PrincipalExpansion

noncomputable section

/-- Energy gained from shell `n ≥ 1`: its subshells `l < n` hold `2l+1` orbitals each,
and every orbital contributes `n⁻⁶`. -/
def shellGain (n : ℕ) : ℝ :=
  ∑ l ∈ Finset.range n, (2 * (l : ℝ) + 1) * (1 / (n : ℝ) ^ 6)

/-- The basis-set error `T(X)`: the summed gains of all shells beyond `X`. -/
def truncationError (X : ℕ) : ℝ := ∑' k, shellGain (k + (X + 1))

/-- Two-point inverse-cube extrapolation from the levels `X - 1` and `X`, for `X ≥ 1`. -/
def extrapolate (E : ℕ → ℝ) (X : ℕ) : ℝ :=
  ((X : ℝ) ^ 3 * E X - ((X : ℝ) - 1) ^ 3 * E (X - 1)) / ((X : ℝ) ^ 3 - ((X : ℝ) - 1) ^ 3)

/-- Shell `n` holds `n²` orbitals. -/
theorem orbitals_in_shell (n : ℕ) : ∑ l ∈ Finset.range n, (2 * l + 1) = n ^ 2 := by
  induction n with
  | zero => simp
  | succ n ih => rw [Finset.sum_range_succ, ih]; ring

/-- Shell `n + 1` contributes `(n + 1)⁻⁴`. -/
theorem shellGain_succ (n : ℕ) : shellGain (n + 1) = 1 / ((n : ℝ) + 1) ^ 4 := by
  have h : ∑ l ∈ Finset.range (n + 1), (2 * (l : ℝ) + 1) = ((n : ℝ) + 1) ^ 2 := by
    exact_mod_cast orbitals_in_shell (n + 1)
  rw [shellGain, ← Finset.sum_mul, h]
  push_cast
  field_simp

/-- The shell gains have a finite total. -/
theorem summable_shellGain : Summable shellGain := by
  have h := (summable_nat_add_iff 1).2
    (Real.summable_one_div_nat_pow.2 (by norm_num : 1 < 4))
  refine (summable_nat_add_iff (f := shellGain) 1).1 ?_
  simpa only [shellGain_succ, Nat.cast_add, Nat.cast_one] using h

/-- Adding shell `X + 1` to the basis lowers the error by `(X + 1)⁻⁴`. -/
theorem truncationError_succ (X : ℕ) :
    truncationError X = truncationError (X + 1) + 1 / ((X : ℝ) + 1) ^ 4 := by
  have h1 := summable_shellGain.sum_add_tsum_nat_add (X + 1)
  have h2 := summable_shellGain.sum_add_tsum_nat_add (X + 1 + 1)
  rw [Finset.sum_range_succ _ (X + 1), shellGain_succ] at h2
  unfold truncationError
  linarith

/-- For `X ≥ 1`, `X⁴ T(X)` equals `X/3 - 1/2` to within `1/X`. -/
theorem truncationError_expansion {X : ℕ} (hX : 1 ≤ X) :
    |(X : ℝ) ^ 4 * truncationError X - ((X : ℝ) / 3 - 1 / 2)| ≤ 1 / (X : ℝ) := by
  have hu := tendsto_one_div_add_atTop_nhds_zero_nat (𝕜 := ℝ)
  have hT : Tendsto (fun k => truncationError (k + 1)) atTop (𝓝 0) :=
    (tendsto_sum_nat_add shellGain).comp (tendsto_add_atTop_nat 2)
  -- the error minus its lower estimate decreases to zero
  have lo : ∀ k : ℕ, 0 ≤ truncationError (k + 1) -
      ((1 / ((k : ℝ) + 1)) ^ 3 / 3 - (1 / ((k : ℝ) + 1)) ^ 4 / 2) := by
    refine Antitone.le_of_tendsto (antitone_nat_of_succ_le fun n => ?_) ?_
    · have s : ∀ x : ℝ, 0 < x → 0 ≤ 1 / (x + 1) ^ 4 - ((1 / x) ^ 3 / 3 - (1 / x) ^ 4 / 2) +
          ((1 / (x + 1)) ^ 3 / 3 - (1 / (x + 1)) ^ 4 / 2) := by
        intro x hx
        refine (by positivity :
          0 ≤ (10 * x ^ 2 + 10 * x + 3) / (6 * x ^ 4 * (x + 1) ^ 4)).trans_eq ?_
        field_simp
        ring
      have r := truncationError_succ (n + 1)
      push_cast at r ⊢
      linarith [s ((n : ℝ) + 1) (by positivity)]
    · simpa using hT.sub (((hu.pow 3).div_const 3).sub ((hu.pow 4).div_const 2))
  -- the upper estimate minus the error decreases to zero
  have up : ∀ k : ℕ, 0 ≤ (1 / ((k : ℝ) + 1)) ^ 3 / 3 - (1 / ((k : ℝ) + 1)) ^ 4 / 2 +
      (1 / ((k : ℝ) + 1)) ^ 5 / 3 - truncationError (k + 1) := by
    refine Antitone.le_of_tendsto (antitone_nat_of_succ_le fun n => ?_) ?_
    · have s : ∀ x : ℝ, 0 < x → 0 ≤ (1 / x) ^ 3 / 3 - (1 / x) ^ 4 / 2 + (1 / x) ^ 5 / 3 -
          ((1 / (x + 1)) ^ 3 / 3 - (1 / (x + 1)) ^ 4 / 2 + (1 / (x + 1)) ^ 5 / 3) -
          1 / (x + 1) ^ 4 := by
        intro x hx
        refine (by positivity :
          0 ≤ (7 * x ^ 2 + 7 * x + 2) / (6 * x ^ 5 * (x + 1) ^ 5)).trans_eq ?_
        field_simp
        ring
      have r := truncationError_succ (n + 1)
      push_cast at r ⊢
      linarith [s ((n : ℝ) + 1) (by positivity)]
    · simpa using ((((hu.pow 3).div_const 3).sub ((hu.pow 4).div_const 2)).add
        ((hu.pow 5).div_const 3)).sub hT
  have l := lo (X - 1)
  have u := up (X - 1)
  have c : ((X - 1 : ℕ) : ℝ) + 1 = X := by exact_mod_cast Nat.sub_add_cancel hX
  rw [c, Nat.sub_add_cancel hX] at l u
  have hx : (0 : ℝ) < X := by exact_mod_cast hX
  generalize (X : ℝ) = x at l u hx ⊢
  have h1 := mul_nonneg (pow_nonneg hx.le 4) l
  have h2 := mul_nonneg (pow_nonneg hx.le 4) u
  have e1 : x ^ 4 * ((1 / x) ^ 3 / 3 - (1 / x) ^ 4 / 2) = x / 3 - 1 / 2 := by
    field_simp
  have e2 : x ^ 4 * ((1 / x) ^ 5 / 3) = 1 / x / 3 := by field_simp
  rw [mul_sub, e1] at h1
  rw [mul_sub, mul_add, e1, e2] at h2
  have hp : 0 < 1 / x := by positivity
  exact abs_le.2 ⟨by linarith, by linarith⟩

/-- The basis-set error falls off as `1/(3X³)`. -/
theorem inverse_cube_law :
    Tendsto (fun X : ℕ => (X : ℝ) ^ 3 * truncationError X) atTop (𝓝 (1 / 3)) := by
  rw [tendsto_iff_norm_sub_tendsto_zero]
  refine squeeze_zero' (Eventually.of_forall fun _ => norm_nonneg _) ?_
    (tendsto_const_div_atTop_nhds_zero_nat (2 : ℝ))
  filter_upwards [eventually_ge_atTop 1] with X hX
  have h1 : (1 : ℝ) ≤ X := by exact_mod_cast hX
  have hx : (0 : ℝ) < X := by linarith
  have h := abs_le.1 (truncationError_expansion hX)
  have hi : 1 / (X : ℝ) ≤ 1 := (div_le_one hx).2 h1
  rw [Real.norm_eq_abs, le_div_iff₀ hx]
  calc |(X : ℝ) ^ 3 * truncationError X - 1 / 3| * (X : ℝ)
      = |((X : ℝ) ^ 3 * truncationError X - 1 / 3) * (X : ℝ)| := by
        rw [abs_mul, abs_of_pos hx]
    _ ≤ 2 := abs_le.2 ⟨by linarith [h.1], by linarith [h.2]⟩

/-- For `X ≥ 2` the extrapolation recovers the limit of a pure inverse-cube law exactly. -/
theorem extrapolate_exact (E₀ a : ℝ) {X : ℕ} (hX : 2 ≤ X) :
    extrapolate (fun n => E₀ + a / (n : ℝ) ^ 3) X = E₀ := by
  have hc : ((X - 1 : ℕ) : ℝ) = (X : ℝ) - 1 := by
    rw [Nat.cast_sub (by omega), Nat.cast_one]
  have h2 : (2 : ℝ) ≤ X := by exact_mod_cast hX
  have hD : 0 < (X : ℝ) ^ 3 - ((X : ℝ) - 1) ^ 3 := by nlinarith [sq_nonneg (2 * (X : ℝ) - 1)]
  have hx : (X : ℝ) ≠ 0 := by linarith
  have hy : (X : ℝ) - 1 ≠ 0 := by linarith
  have c1 : (X : ℝ) ^ 3 * (a / (X : ℝ) ^ 3) = a := by field_simp
  have c2 : ((X : ℝ) - 1) ^ 3 * (a / ((X : ℝ) - 1) ^ 3) = a := by field_simp
  simp only [extrapolate, hc]
  rw [div_eq_iff hD.ne', mul_add, mul_add, c1, c2]
  ring

/-- The two-point extrapolated basis-set error falls off as `1/(6X⁴)`. -/
theorem extrapolated_error_law :
    Tendsto (fun X : ℕ => (X : ℝ) ^ 4 * extrapolate truncationError X) atTop
      (𝓝 (1 / 6)) := by
  rw [tendsto_iff_norm_sub_tendsto_zero]
  refine squeeze_zero' (Eventually.of_forall fun _ => norm_nonneg _) ?_
    (tendsto_const_div_atTop_nhds_zero_nat (2 : ℝ))
  filter_upwards [eventually_ge_atTop 1] with X hX
  have h1 : (1 : ℝ) ≤ X := by exact_mod_cast hX
  have hx : (0 : ℝ) < X := by linarith
  have h := abs_le.1 (truncationError_expansion hX)
  -- neighbouring errors differ by the gain of one shell
  have hrec : (X : ℝ) ^ 4 * (truncationError (X - 1) - truncationError X) = 1 := by
    have r := truncationError_succ (X - 1)
    have c : ((X - 1 : ℕ) : ℝ) + 1 = X := by exact_mod_cast Nat.sub_add_cancel hX
    rw [c, Nat.sub_add_cancel hX] at r
    rw [r, add_sub_cancel_left, mul_one_div_cancel (pow_pos hx 4).ne']
  unfold extrapolate
  generalize (X : ℝ) = x at *
  have hD : 0 < x ^ 3 - (x - 1) ^ 3 := by nlinarith [sq_nonneg (2 * x - 1)]
  have key : x ^ 4 * ((x ^ 3 * truncationError X - (x - 1) ^ 3 * truncationError (X - 1)) /
      (x ^ 3 - (x - 1) ^ 3)) =
      x ^ 4 * truncationError X - (x - 1) ^ 3 / (x ^ 3 - (x - 1) ^ 3) := by
    rw [← mul_div_assoc, eq_sub_iff_add_eq, ← add_div, div_eq_iff hD.ne']
    linear_combination (-(x - 1) ^ 3) * hrec
  -- the remaining fraction is x/3 - 2/3 up to 1/x
  have hi : 1 / x * x = 1 := one_div_mul_cancel hx.ne'
  have s1 : x / 3 - 2 / 3 ≤ (x - 1) ^ 3 / (x ^ 3 - (x - 1) ^ 3) := by
    rw [le_div_iff₀ hD]
    nlinarith
  have s2 : (x - 1) ^ 3 / (x ^ 3 - (x - 1) ^ 3) ≤ x / 3 - 2 / 3 + 1 / x := by
    have e : x / 3 - 2 / 3 + 1 / x = (x ^ 2 - 2 * x + 3) / (3 * x) := by
      rw [eq_div_iff (by positivity)]
      linear_combination 3 * hi
    rw [e, div_le_div_iff₀ hD (by positivity)]
    nlinarith [sq_nonneg (7 * x - 4)]
  have h2 : 2 / x = 1 / x + 1 / x := by ring
  have hp : 0 < 1 / x := by positivity
  rw [Real.norm_eq_abs, key, h2]
  exact abs_le.2 ⟨by linarith [h.1], by linarith [h.2]⟩

end

end PrincipalExpansion
```

```lean
#print axioms PrincipalExpansion.inverse_cube_law
#print axioms PrincipalExpansion.extrapolate_exact
#print axioms PrincipalExpansion.extrapolated_error_law
```

```
'PrincipalExpansion.inverse_cube_law' depends on axioms: [propext, Classical.choice, Quot.sound]
'PrincipalExpansion.extrapolate_exact' depends on axioms: [propext, Classical.choice, Quot.sound]
'PrincipalExpansion.extrapolated_error_law' depends on axioms: [propext, Classical.choice, Quot.sound]
```

## Monotone differences and squeezed limits

`orbitals_in_shell` counts orbitals by induction, and `shellGain_succ` turns the count into the gain of shell $n+1$. `summable_shellGain` compares the gains with the convergent series of inverse fourth powers, and `truncationError_succ` splits one shell off the tail.

In `truncationError_expansion`, `lo` and `up` are the inequalities $T-L\ge0$ and $U-T\ge0$. Each applies `Antitone.le_of_tendsto`: a decreasing sequence stays above its limit, here zero. The proofs of the inner statements `s` use the two positive fractions derived above.

Both limit theorems bound the distance from the limit by $2/X$ and apply `squeeze_zero'`. In the second, `hrec` is the one-shell recurrence, `key` is the formula for $X^4e(X)$, and `s1` and `s2` enclose the remaining fraction. `extrapolate_exact` cancels the two copies of $a$ through `c1` and `c2`.

## Limits for a postulated gain, not for a real basis set

The theorems fix the order and constant of both errors once the gain per orbital is given. The $n^{-6}$ law is assumed, not derived from a Hamiltonian, and all orbitals of a shell are taken to contribute equally. Real basis sets need not be complete shell by shell, and their energies carry other errors, so $1/(6X^4)$ is not an error bar for a computed molecule.

The extrapolation theorem concerns the error sequence. Passing to energies takes one further line by hand: the weights in the formula sum to one, so extrapolating $E_0+T$ gives $E_0+e(X)$. In the model, the extrapolated energy therefore approaches the limit from above for large $X$.
